# When leave-one-out error favours a fitted constant over zero

A fixed interatomic potential leaves residuals $y_1,\dots,y_n$ against reference energies, and one asks whether adding a constant shift would improve its predictions. Leave-one-out cross-validation answers by predicting each residual from a fit to the others, so the modelling choice is what "a fit to the others" means. Here the constant is refitted for every omission, and its competitor predicts zero throughout. The result bears on fitting energy models to electronic-structure data in the one-parameter case, where only a constant is added to a fixed model.

Write $S=\sum_i y_i$ and $Q=\sum_i y_i^2$. For $n\ge 2$, the constant has the strictly smaller leave-one-out squared error exactly when $nS^2>(2n-1)Q$.

```lean
import Mathlib

open Finset

namespace LeaveOneOutSelection

noncomputable section

variable {ι : Type*} [Fintype ι] [DecidableEq ι]
```

The data are a function `y : ι → ℝ` on a finite index type, and `Fintype.card ι` is $n$. The refitted constant for omitted datum $i$ is

$$m_i=\frac{1}{n-1}\sum_{j\ne i}y_j .$$

```lean
/-- The mean of all data except the `i`-th; the domain is data sets with at least two
elements. -/
def looMean (y : ι → ℝ) (i : ι) : ℝ :=
  (∑ j ∈ univ.erase i, y j) / ((Fintype.card ι : ℝ) - 1)
```

The two scores are sums, not averages, of squared errors. Dividing both by $n$ would leave the comparison unchanged.

```lean
/-- The leave-one-out squared error of the constant-mean model: each datum is predicted by
the mean of the others. The domain is data sets with at least two elements. -/
def cvMean (y : ι → ℝ) : ℝ := ∑ i, (y i - looMean y i) ^ 2

omit [DecidableEq ι] in
/-- The leave-one-out squared error of the zero model, which predicts zero for every datum. -/
def cvZero (y : ι → ℝ) : ℝ := ∑ i, y i ^ 2
```

The special case of residuals $\pm1$ is encoded by Booleans, with `true` giving $1$ and `false` giving $-1$.

```lean
/-- The data vector with entries `1` and `-1` encoded by a string of Booleans. -/
def signData {κ : Type*} (s : κ → Bool) (i : κ) : ℝ := if s i then 1 else -1
```

## At least two data

Physically, `2 ≤ Fintype.card ι` says that something remains to fit after one structure is left out. By hand, it allows division by $n-1$ and makes that number positive. In the proofs it becomes the real inequality `h2`, from which the same two facts follow.

The first use is the normal equation $(n-1)m_i=\sum_{j\ne i}y_j$.

```lean
/-- Normal equation of the refit: for at least two data, the fitted constant times the number
of retained data is the sum of the retained data. -/
theorem looMean_normal_equation (hn : 2 ≤ Fintype.card ι) (y : ι → ℝ) (i : ι) :
    looMean y i * ((Fintype.card ι : ℝ) - 1) = ∑ j ∈ univ.erase i, y j := by
  have h2 : (2 : ℝ) ≤ Fintype.card ι := by exact_mod_cast hn
  have h1 : (Fintype.card ι : ℝ) - 1 ≠ 0 := by
    intro h
    linarith
  unfold looMean
  field_simp
```

This equation shows that $m_i$ really is the least-squares refit. For any constant $c$,

$$(y_j-c)^2-(y_j-m_i)^2=2(m_i-c)y_j-(m_i-c)(m_i+c).$$

Summing over $j\ne i$ and inserting the normal equation gives

$$\sum_{j\ne i}(y_j-c)^2-\sum_{j\ne i}(y_j-m_i)^2=(n-1)(m_i-c)^2,$$

which is positive if $c\ne m_i$. In the proof, `e` is the summed first identity and `hd` is the second.

```lean
/-- For at least two data, the leave-one-out mean is the unique least-squares constant for the
retained data: every other constant has a strictly larger squared error on them. -/
theorem looMean_least_squares (hn : 2 ≤ Fintype.card ι) (y : ι → ℝ) (i : ι) (c : ℝ)
    (hc : c ≠ looMean y i) :
    ∑ j ∈ univ.erase i, (y j - looMean y i) ^ 2 < ∑ j ∈ univ.erase i, (y j - c) ^ 2 := by
  have h2 : (2 : ℝ) ≤ Fintype.card ι := by exact_mod_cast hn
  have hT := looMean_normal_equation hn y i
  have hcard : ((univ.erase i).card : ℝ) = (Fintype.card ι : ℝ) - 1 := by
    rw [card_erase_of_mem (mem_univ i), card_univ,
      Nat.cast_sub (show 1 ≤ Fintype.card ι by omega), Nat.cast_one]
  generalize looMean y i = m at *
  -- the difference of the two errors is linear in the data
  have e : ∑ j ∈ univ.erase i, ((y j - c) ^ 2 - (y j - m) ^ 2)
      = ∑ j ∈ univ.erase i, (2 * (m - c) * y j - (m - c) * (m + c)) :=
    sum_congr rfl fun j _ => by ring
  rw [sum_sub_distrib, sum_sub_distrib, sum_const, nsmul_eq_mul, hcard, ← mul_sum] at e
  -- the normal equation turns it into a positive square
  have hd : ∑ j ∈ univ.erase i, (y j - c) ^ 2 - ∑ j ∈ univ.erase i, (y j - m) ^ 2
      = ((Fintype.card ι : ℝ) - 1) * (m - c) ^ 2 := by
    linear_combination e - 2 * (m - c) * hT
  have hne : m - c ≠ 0 := sub_ne_zero.mpr hc.symm
  have hpos : 0 < ((Fintype.card ι : ℝ) - 1) * (m - c) ^ 2 :=
    mul_pos (by linarith) (by positivity)
  linarith
```

Since $\sum_{j\ne i}y_j=S-y_i$, the error on the omitted datum is

$$y_i-m_i=y_i-\frac{S-y_i}{n-1}=\frac{ny_i-S}{n-1}.$$

The proof multiplies by $n-1$ and combines the normal equation with `hS`, which splits $S$ into $y_i$ and the rest.

```lean
/-- For `n ≥ 2` data with sum `S`, the error in predicting the omitted datum `y i` is
`(n * y i - S) / (n - 1)`. -/
theorem loo_residual (hn : 2 ≤ Fintype.card ι) (y : ι → ℝ) (i : ι) :
    y i - looMean y i
      = ((Fintype.card ι : ℝ) * y i - ∑ j, y j) / ((Fintype.card ι : ℝ) - 1) := by
  have h2 : (2 : ℝ) ≤ Fintype.card ι := by exact_mod_cast hn
  have h1 : (Fintype.card ι : ℝ) - 1 ≠ 0 := by
    intro h
    linarith
  have hT := looMean_normal_equation hn y i
  have hS := add_sum_erase univ y (mem_univ i)
  rw [eq_div_iff h1]
  linear_combination -hT - hS
```

Squaring and summing the numerators gives

$$\sum_i(ny_i-S)^2=n^2Q-2nS^2+nS^2=n(nQ-S^2),$$

so the score of the constant is $n(nQ-S^2)/(n-1)^2$. The auxiliary statement `key` expands the square with general coefficients before the residual formula is inserted.

```lean
/-- Closed form of the leave-one-out error of the constant-mean model for `n ≥ 2` data, in
terms of the sum of the data and the sum of their squares. -/
theorem cvMean_eq (hn : 2 ≤ Fintype.card ι) (y : ι → ℝ) :
    cvMean y = (Fintype.card ι : ℝ) * ((Fintype.card ι : ℝ) * ∑ i, y i ^ 2 - (∑ i, y i) ^ 2)
      / ((Fintype.card ι : ℝ) - 1) ^ 2 := by
  -- expand the square under the sum
  have key : ∀ N S : ℝ, ∑ i, (N * y i - S) ^ 2
      = N ^ 2 * ∑ i, y i ^ 2 - 2 * N * S * ∑ i, y i + (Fintype.card ι : ℝ) * S ^ 2 := by
    intro N S
    have e : ∑ i, (N * y i - S) ^ 2 = ∑ i, (N ^ 2 * y i ^ 2 - 2 * N * S * y i + S ^ 2) :=
      sum_congr rfl fun i _ => by ring
    rw [e, sum_add_distrib, sum_sub_distrib, sum_const, card_univ, nsmul_eq_mul,
      ← mul_sum, ← mul_sum]
  unfold cvMean
  simp_rw [loo_residual hn y, div_pow]
  rw [← sum_div, key]
  congr 1
  ring
```

With a single datum there is no mean of the others. Lean's division by zero then returns $0$, and this closed form fails for any nonzero datum.

## Real data, with no assumed distribution

The residuals may be any real numbers: the criterion assumes neither independence nor Gaussian noise. Real values make the squared errors nonnegative and comparable. For complex data, $y_i^2$ would have to be replaced by $|y_i|^2$ before the scores could be ordered.

The zero model has score $Q$. Multiplying the comparison by the positive number $(n-1)^2$ gives

$$n(nQ-S^2)<(n-1)^2Q
\iff \bigl(n^2-(n-1)^2\bigr)Q<nS^2
\iff (2n-1)Q<nS^2 .$$

In the proof, `div_lt_iff₀` clears the denominator and `nlinarith` does the rearrangement in each direction.

```lean
/-- Selection criterion: for `n ≥ 2` real data, leave-one-out cross-validation strictly prefers
the constant-mean model to the zero model exactly when `n (∑ y)² > (2n - 1) ∑ y²`. -/
theorem mean_selected_iff (hn : 2 ≤ Fintype.card ι) (y : ι → ℝ) :
    cvMean y < cvZero y ↔
      (2 * (Fintype.card ι : ℝ) - 1) * ∑ i, y i ^ 2
        < (Fintype.card ι : ℝ) * (∑ i, y i) ^ 2 := by
  have h2 : (2 : ℝ) ≤ Fintype.card ι := by exact_mod_cast hn
  have hpos : 0 < ((Fintype.card ι : ℝ) - 1) ^ 2 := pow_pos (by linarith) 2
  rw [cvMean_eq hn, cvZero, div_lt_iff₀ hpos]
  constructor <;> intro h <;> nlinarith
```

The identification of $y_i$ with the residuals of a real potential requires that the potential stay fixed when a structure is omitted. If its other parameters are refitted too, the residuals change with each omission and the formula no longer describes the full procedure.

## Residuals of unit size

Restricting the data to $\pm1$ describes errors of equal magnitude, measured in units of that magnitude, with only their signs varying. By hand, each square is $1$, so $Q=n$, and cancelling the positive factor $n$ leaves $S^2>2n-1$. In the proof, `hsq` and `hQ` supply $Q=n$, and the last line cancels $n$.

```lean
/-- For `n ≥ 2` data equal to `1` or `-1`, the constant-mean model is strictly preferred
exactly when the squared sum of the signs exceeds `2n - 1`. -/
theorem sign_selected_iff (hn : 2 ≤ Fintype.card ι) (s : ι → Bool) :
    cvMean (signData s) < cvZero (signData s) ↔
      2 * (Fintype.card ι : ℝ) - 1 < (∑ i, signData s i) ^ 2 := by
  have h2 : (2 : ℝ) ≤ Fintype.card ι := by exact_mod_cast hn
  have hn0 : (0 : ℝ) < Fintype.card ι := by linarith
  have hsq : ∀ i, signData s i ^ 2 = 1 := by
    intro i
    unfold signData
    split_ifs <;> norm_num
  have hQ : ∑ i, signData s i ^ 2 = (Fintype.card ι : ℝ) := by simp [hsq]
  rw [mean_selected_iff hn, hQ, mul_comm (2 * (Fintype.card ι : ℝ) - 1)]
  exact ⟨fun h => lt_of_mul_lt_mul_left h hn0.le, fun h => mul_lt_mul_of_pos_left h hn0⟩
```

Without unit size this shorter criterion can fail. Four residuals equal to $1/2$ have $S^2=4<7$, yet the constant predicts them perfectly and is preferred.

## Four data

For $n=4$ the threshold is $S^2>7$. The possible sums are $0,\pm2,\pm4$, so only $S=\pm4$ qualifies, and all four signs must agree. The proof replaces the four Boolean values by variables, splits them into sixteen cases and evaluates each with `norm_num`.

```lean
/-- For four data equal to `1` or `-1`, the constant-mean model is strictly preferred exactly
when all four signs agree. -/
theorem four_signs_selected_iff (s : Fin 4 → Bool) :
    cvMean (signData s) < cvZero (signData s) ↔
      s = (fun _ => true) ∨ s = (fun _ => false) := by
  have hf : ∀ p : Fin 4 → Prop, (∀ i, p i) ↔ p 0 ∧ p 1 ∧ p 2 ∧ p 3 := fun p =>
    ⟨fun h => ⟨h 0, h 1, h 2, h 3⟩, fun ⟨a, b, c, d⟩ i =>
      match i with
      | 0 => a
      | 1 => b
      | 2 => c
      | 3 => d⟩
  rw [sign_selected_iff (by simp)]
  simp only [funext_iff, hf, Fin.sum_univ_four, signData, Fintype.card_fin]
  -- run through the sixteen sign patterns
  generalize s 0 = a
  generalize s 1 = b
  generalize s 2 = c
  generalize s 3 = d
  cases a <;> cases b <;> cases c <;> cases d <;> norm_num
```

The set of selected sign vectors therefore consists of the two constant ones. The final theorem states how many elements this set has and how many sign vectors of length four there are; its proof first identifies the set, in the step `h`.

```lean
/-- Of the 16 sign vectors of length four, exactly 2 make leave-one-out cross-validation
strictly prefer the constant-mean model to the zero model. -/
theorem four_signs_count :
    (univ.filter fun s : Fin 4 → Bool => cvMean (signData s) < cvZero (signData s)).card = 2
      ∧ Fintype.card (Fin 4 → Bool) = 16 := by
  have h : (univ.filter fun s : Fin 4 → Bool => cvMean (signData s) < cvZero (signData s))
      = {(fun _ => true), (fun _ => false)} := by
    ext s
    simp only [mem_filter, mem_univ, true_and, mem_insert, mem_singleton]
    exact four_signs_selected_iff s
  constructor
  · rw [h]
    decide
  · simp

end

end LeaveOneOutSelection
```

```lean
#print axioms LeaveOneOutSelection.looMean_least_squares
-- 'LeaveOneOutSelection.looMean_least_squares' depends on axioms: [propext, Classical.choice, Quot.sound]
#print axioms LeaveOneOutSelection.mean_selected_iff
-- 'LeaveOneOutSelection.mean_selected_iff' depends on axioms: [propext, Classical.choice, Quot.sound]
#print axioms LeaveOneOutSelection.four_signs_count
-- 'LeaveOneOutSelection.four_signs_count' depends on axioms: [propext, Classical.choice, Quot.sound]
```

If the signs are independent and equally likely, their true mean is zero and any selection of the constant is spurious; the count of 2 in 16 then corresponds to a probability of $1/8$. That probabilistic reading is an interpretation added to the theorem, which only counts vectors. The number four matters: for $n=6$ the threshold is $S^2>11$, which sums of $\pm4$ also pass, so 14 of the 64 sign vectors are selected.

## The comparison in a fit to energies

Suppose a fixed potential leaves residuals of $3,1,2,-1$ meV per atom on four reference structures. Then $S=5$ and $Q=15$ in the corresponding units, and $nS^2=100$ is less than $(2n-1)Q=105$. The constant is rejected, although the mean residual is $1.25$ meV per atom. Its leave-one-out score is $140/9\approx15.6$, against $15$ for no shift.

Fitted to all four residuals at once, the constant would lower the squared error from $15$ to $Q-S^2/n=8.75$. This training error is lower than the constant's leave-one-out score of $140/9$ because it lets each residual help determine its own prediction, whereas leave-one-out does not.
